# The kinetic integral of $e^{J}D$ on the real line without the cross term, for compactly supported $D$

**A.** The setting is one real coordinate $x$, units $\hbar = m = 1$, and real functions $J, D, E:\mathbb{R}\to\mathbb{R}$. A prime is $d/dx$, written `deriv` in Lean. The trial function is $\psi = e^{J}D$, with $J$ the Jastrow exponent and $D$ the determinantal factor, and $\chi = e^{J}E$ is a second function with the same $J$. Neither is normalised.

```lean
import Mathlib

open MeasureTheory

namespace SlaterJastrowKinetic

noncomputable section

/-- The Slater-Jastrow function `exp(J) D`. -/
def slaterJastrow (J D : ℝ → ℝ) : ℝ → ℝ := fun x => Real.exp (J x) * D x
```

The gradient density is $G = \psi'\chi'$. For $E = D$ the kinetic energy is $\tfrac12\int G\,dx$ divided by $\int\psi^2\,dx$.

```lean
/-- The gradient form of the kinetic density, `(exp(J) D)' (exp(J) E)'`. -/
def gradientForm (J D E : ℝ → ℝ) : ℝ → ℝ :=
  fun x => deriv (slaterJastrow J D) x * deriv (slaterJastrow J E) x
```

The density without cross term, $K$, and the boundary term, $F$, are

$$K = e^{2J}\left[J'^2 DE - \tfrac12(DE'' + D''E)\right],\qquad F = \tfrac12 e^{2J}(DE' + D'E).$$

```lean
/-- The kinetic density without cross term, `exp(2J) (J'² D E - (D E'' + D'' E)/2)`. -/
def jastrowForm (J D E : ℝ → ℝ) : ℝ → ℝ :=
  fun x => Real.exp (2 * J x) * (deriv J x ^ 2 * D x * E x
    - (D x * deriv (deriv E) x + deriv (deriv D) x * E x) / 2)

/-- The boundary term `exp(2J) (D E' + D' E)/2`. -/
def flux (J D E : ℝ → ℝ) : ℝ → ℝ :=
  fun x => Real.exp (2 * J x) * (D x * deriv E x + deriv D x * E x) / 2
```

**Q.** I see no determinant here. And squaring $\psi'$ gives a term $2J'DD'$, which I do not see vanishing.

**A.** For one particle the determinant is a single orbital, so $D$ is just a function; antisymmetry, spin and several coordinates are not covered. The cross term is in general not zero pointwise. It is part of a total derivative. The product rule gives $\psi' = e^{J}(J'D + D')$ and $\chi' = e^{J}(J'E + E')$, hence

$$G = e^{2J}\left[J'^2DE + J'(DE' + D'E) + D'E'\right].$$

Now differentiate $F$. The exponential contributes $2J'F$, and $(DE' + D'E)' = 2D'E' + DE'' + D''E$, so

$$F' = e^{2J}\left[J'(DE' + D'E) + D'E' + \tfrac12(DE'' + D''E)\right].$$

In $G - K$ the terms $J'^2DE$ cancel and what remains is this expression, so $G - K = F'$. Integration from $a$ to $b$ gives $\int_a^b G = \int_a^b K + F(b) - F(a)$. If $D$ vanishes outside a bounded set, so do $D'$ and $F$, and $\int G = \int K$ over the line. For $E = D$,

$$\int \left((e^{J}D)'\right)^2dx = \int e^{2J}\left(J'^2D^2 - DD''\right)dx .$$

**Q.** Which smoothness does that use? The local kinetic energy $-\psi''/(2\psi)$ contains $J''$.

**A.** The steps above never differentiate $J'$. The hypotheses are `ContDiff ℝ 1 J`, meaning that $J'$ exists and is continuous on the whole line, and `ContDiff ℝ 2 D`, the same up to $D''$, and likewise for $E$. The lemma `regular` unpacks the second into differentiability of $D$ and $D'$ and continuity of $D''$.

```lean
variable {J D E : ℝ → ℝ}

/-- For a `C²` function `D`, both `D` and `D'` are differentiable and `D''` is continuous. -/
theorem regular (hD : ContDiff ℝ 2 D) :
    Differentiable ℝ D ∧ Differentiable ℝ (deriv D) ∧ Continuous (deriv (deriv D)) := by
  have h : ContDiff ℝ (1 + 1) D := by
    rw [one_add_one_eq_two]
    exact hD
  have h2 := contDiff_succ_iff_deriv.mp h
  have h3 := contDiff_one_iff_deriv.mp h2.2.2
  exact ⟨h2.1, h3.1, h3.2⟩
```

The formula for $\psi'$ needs differentiability at the single point $x$ only. The chain rule for `exp` and the product rule give the derivative, and `ring` factors out $e^{J}$.

```lean
/-- The derivative of `exp(J) D` is `exp(J) (J' D + D')`. -/
theorem hasDerivAt_slaterJastrow {x : ℝ} (hJ : DifferentiableAt ℝ J x)
    (hD : DifferentiableAt ℝ D x) :
    HasDerivAt (slaterJastrow J D)
      (Real.exp (J x) * (deriv J x * D x + deriv D x)) x := by
  have h := hJ.hasDerivAt.exp.fun_mul hD.hasDerivAt
  refine HasDerivAt.congr_deriv h ?_
  ring
```

In `hasDerivAt_flux`, the term `h` differentiates $F$ factor by factor. Then `he` writes $e^{2J} = e^{J}e^{J}$, the formulas for $\psi'$ and $\chi'$ are substituted into $G$, and `ring` makes the comparison of $F'$ with $G - K$.

```lean
/-- The two kinetic densities differ by the derivative of the boundary term. -/
theorem hasDerivAt_flux (hJ : ContDiff ℝ 1 J) (hD : ContDiff ℝ 2 D) (hE : ContDiff ℝ 2 E)
    (x : ℝ) :
    HasDerivAt (flux J D E) (gradientForm J D E x - jastrowForm J D E x) x := by
  have dJ := (contDiff_one_iff_deriv.mp hJ).1 x
  have dD := (regular hD).1 x
  have dD' := (regular hD).2.1 x
  have dE := (regular hE).1 x
  have dE' := (regular hE).2.1 x
  have h := (((dJ.hasDerivAt.const_mul 2).exp).fun_mul
    ((dD.hasDerivAt.fun_mul dE'.hasDerivAt).fun_add
      (dD'.hasDerivAt.fun_mul dE.hasDerivAt))).div_const 2
  refine HasDerivAt.congr_deriv h ?_
  have he : Real.exp (2 * J x) = Real.exp (J x) * Real.exp (J x) := by
    rw [two_mul, Real.exp_add]
  -- the cross term J'(D E' + D' E) comes from differentiating exp(2J)
  simp only [gradientForm, jastrowForm, (hasDerivAt_slaterJastrow dJ dD).deriv,
    (hasDerivAt_slaterJastrow dJ dE).deriv, he]
  ring
```

**Q.** Then a Jastrow factor with a cusp is excluded.

**A.** By these hypotheses, yes. An exponent $J = \gamma|x|$ with a constant $\gamma \neq 0$ has a jump in $J'$ at the origin and is not of class $C^1$, so the theorems that assume `ContDiff ℝ 1 J` do not apply to it. They do allow a continuous $J'$ with kinks. Continuity is used to integrate the pointwise identity: `continuous_forms` builds $G$ and $K$ from continuous factors, using that $\psi$ and $\chi$ are $C^1$.

```lean
/-- Both kinetic densities are continuous for `J` of class `C¹` and `D`, `E` of class `C²`. -/
theorem continuous_forms (hJ : ContDiff ℝ 1 J) (hD : ContDiff ℝ 2 D) (hE : ContDiff ℝ 2 E) :
    Continuous (gradientForm J D E) ∧ Continuous (jastrowForm J D E) := by
  obtain ⟨d0, d1, cD''⟩ := regular hD
  obtain ⟨e0, e1, cE''⟩ := regular hE
  have hD1 : ContDiff ℝ 1 D := contDiff_one_iff_deriv.mpr ⟨d0, d1.continuous⟩
  have hE1 : ContDiff ℝ 1 E := contDiff_one_iff_deriv.mpr ⟨e0, e1.continuous⟩
  have c1 : Continuous (deriv (slaterJastrow J D)) :=
    (contDiff_one_iff_deriv.mp (hJ.exp.mul hD1)).2
  have c2 : Continuous (deriv (slaterJastrow J E)) :=
    (contDiff_one_iff_deriv.mp (hJ.exp.mul hE1)).2
  have cJ := hJ.continuous
  have cJ' := (contDiff_one_iff_deriv.mp hJ).2
  have cD := d0.continuous
  have cE := e0.continuous
  have cX : Continuous fun x => Real.exp (2 * J x) := by fun_prop
  refine ⟨c1.mul c2, ?_⟩
  exact cX.mul ((((cJ'.pow 2).mul cD).mul cE).sub
    (((cD.mul cE'').add (cD''.mul cE)).div_const 2))
```

Continuous functions are integrable on bounded intervals, so the fundamental theorem of calculus applies to $F$. The integral of $G - K$ is split and `linarith` rearranges. No support or boundary condition enters, and $a$, $b$ may come in either order.

```lean
/-- On an interval the integrals of the two kinetic densities differ by the boundary term
evaluated at the end points. -/
theorem interval_identity (hJ : ContDiff ℝ 1 J) (hD : ContDiff ℝ 2 D) (hE : ContDiff ℝ 2 E)
    (a b : ℝ) :
    ∫ x in a..b, gradientForm J D E x
      = (∫ x in a..b, jastrowForm J D E x) + (flux J D E b - flux J D E a) := by
  obtain ⟨cg, cj⟩ := continuous_forms hJ hD hE
  have ig := cg.intervalIntegrable (μ := volume) a b
  have ij := cj.intervalIntegrable (μ := volume) a b
  have h := intervalIntegral.integral_eq_sub_of_hasDerivAt
    (fun x _ => hasDerivAt_flux hJ hD hE x) (ig.sub ij)
  rw [intervalIntegral.integral_sub ig ij] at h
  linarith
```

**Q.** On the whole line $J$ and $E$ may grow without bound. How do I know that the equation compares two real integrals?

**A.** Lean assigns the value $0$ to the integral of a non-integrable function, and for that reason `matrix_element_identity` states `Integrable` for both densities along with the equality. Only $D$ carries `HasCompactSupport`, which says that the closure of the set where $D \neq 0$ is compact. The proof takes the union of the supports of $D$, $D'$ and $D''$, shown compact in `hK`. Outside it all three functions are zero (`z`), and every term of $G$, $K$ and $F$ contains one of them. Each density is therefore continuous with compact support, which gives `ig`, `ij` and `iF` however $J$ and $E$ grow. The step `h0` is $\int F' = 0$ for integrable $F$ and $F'$, the counterpart of dropping $F(b) - F(a)$.

```lean
/-- If `D` has compact support, both kinetic densities of the pair `exp(J) D`, `exp(J) E`
are integrable over the line and have the same integral. -/
theorem matrix_element_identity (hJ : ContDiff ℝ 1 J) (hD : ContDiff ℝ 2 D)
    (hE : ContDiff ℝ 2 E) (hc : HasCompactSupport D) :
    Integrable (gradientForm J D E) ∧ Integrable (jastrowForm J D E) ∧
      ∫ x, gradientForm J D E x = ∫ x, jastrowForm J D E x := by
  obtain ⟨cg, cj⟩ := continuous_forms hJ hD hE
  have hf := hasDerivAt_flux hJ hD hE
  have cf : Continuous (flux J D E) :=
    continuous_iff_continuousAt.mpr fun x => (hf x).continuousAt
  -- D, D' and D'' vanish outside one compact set
  have k0 : IsCompact (tsupport D) := hc
  have k1 : IsCompact (tsupport (deriv D)) := hc.deriv
  have k2 : IsCompact (tsupport (deriv (deriv D))) := hc.deriv.deriv
  have hK := (k0.union k1).union k2
  have off : ∀ (f : ℝ → ℝ) (x : ℝ), x ∉ tsupport f → f x = 0 := fun f x hx => by
    by_contra h
    exact hx (subset_tsupport f (Function.mem_support.mpr h))
  have z : ∀ x, x ∉ tsupport D ∪ tsupport (deriv D) ∪ tsupport (deriv (deriv D)) →
      D x = 0 ∧ deriv D x = 0 ∧ deriv (deriv D) x = 0 := fun x hx =>
    ⟨off _ x fun h => hx (Or.inl (Or.inl h)), off _ x fun h => hx (Or.inl (Or.inr h)),
      off _ x fun h => hx (Or.inr h)⟩
  have ig : Integrable (gradientForm J D E) :=
    cg.integrable_of_hasCompactSupport (HasCompactSupport.intro hK fun x hx => by
      have h := (hasDerivAt_slaterJastrow ((contDiff_one_iff_deriv.mp hJ).1 x)
        ((regular hD).1 x)).deriv
      simp [gradientForm, h, (z x hx).1, (z x hx).2.1])
  have ij : Integrable (jastrowForm J D E) :=
    cj.integrable_of_hasCompactSupport (HasCompactSupport.intro hK fun x hx => by
      simp [jastrowForm, (z x hx).1, (z x hx).2.2])
  have iF : Integrable (flux J D E) :=
    cf.integrable_of_hasCompactSupport (HasCompactSupport.intro hK fun x hx => by
      simp [flux, (z x hx).1, (z x hx).2.1])
  -- the total derivative integrates to zero
  have h0 := integral_eq_zero_of_hasDerivAt_of_integrable hf (ig.sub ij) iF
  rw [integral_sub ig ij] at h0
  exact ⟨ig, ij, sub_eq_zero.mp h0⟩
```

With $E = D$, the steps `e1` and `e2` identify $G$ with $\psi'^2$ and $K$ with $e^{2J}(J'^2D^2 - DD'')$. In words: for $J\in C^1$ and $D\in C^2$ of compact support, these two functions are integrable over the line and their integrals agree.

```lean
/-- For `J` of class `C¹` and `D` of class `C²` with compact support, `((exp(J) D)')²` and
`exp(2J) (J'² D² - D D'')` are integrable over the line and have the same integral. -/
theorem kinetic_identity (hJ : ContDiff ℝ 1 J) (hD : ContDiff ℝ 2 D)
    (hc : HasCompactSupport D) :
    Integrable (fun x => deriv (slaterJastrow J D) x ^ 2) ∧
    Integrable (fun x => Real.exp (2 * J x)
      * (deriv J x ^ 2 * D x ^ 2 - D x * deriv (deriv D) x)) ∧
    ∫ x, deriv (slaterJastrow J D) x ^ 2
      = ∫ x, Real.exp (2 * J x) * (deriv J x ^ 2 * D x ^ 2 - D x * deriv (deriv D) x) := by
  have e1 : (fun x => deriv (slaterJastrow J D) x ^ 2) = gradientForm J D D := by
    funext x
    simp only [gradientForm]
    ring
  have e2 : (fun x => Real.exp (2 * J x)
      * (deriv J x ^ 2 * D x ^ 2 - D x * deriv (deriv D) x)) = jastrowForm J D D := by
    funext x
    simp only [jastrowForm]
    ring
  rw [e1, e2]
  exact matrix_element_identity hJ hD hD hc
```

**Q.** Compact support rules out Gaussian or exponential tails. It also seems to rule out any $D$ that solves a Schrödinger equation.

**A.** Tails are not covered on the whole line; for them `interval_identity` holds with the boundary term explicit, and no limit $a\to-\infty$, $b\to\infty$ is taken. The eigenfunction case is stated on an interval. Let $V$ be a real potential and $\varepsilon$ a real number, the eigenvalue that belongs to $D$ in the equation below. Assume $D(a) = D(b) = 0$, which describes nodes or hard walls, and $-\tfrac12D'' + VD = \varepsilon D$ on the closed interval `Set.uIcc a b` between $a$ and $b$. That equation is a hypothesis and is not derived. For $E = D$ one has $F = e^{2J}DD'$, which vanishes at both ends, so $\int_a^b G = \int_a^b K$. Multiplying the equation by $e^{2J}D$ gives $V\psi^2 = \varepsilon\psi^2 + \tfrac12e^{2J}DD''$, and with $\tfrac12K = \tfrac12J'^2\psi^2 - \tfrac12e^{2J}DD''$,

$$\tfrac12\psi'^2 + V\psi^2 = \tfrac12(G - K) + \left(\varepsilon + \tfrac12J'^2\right)\psi^2 .$$

This is step `e`, where `linear_combination` performs the multiplication by $e^{2J}D$. Integrating, the first term drops:

$$\int_a^b\left(\tfrac12\psi'^2 + V\psi^2\right)dx = \int_a^b\left(\varepsilon + \tfrac12J'^2\right)\psi^2\,dx .$$

```lean
/-- If `D` vanishes at `a` and `b` and solves `-D''/2 + V D = ε D` between them, then for
`ψ = exp(J) D` the integral of `ψ'²/2 + V ψ²` equals that of `(ε + J'²/2) ψ²`. -/
theorem energy_between_nodes (hJ : ContDiff ℝ 1 J) (hD : ContDiff ℝ 2 D) {a b ε : ℝ}
    {V : ℝ → ℝ} (ha : D a = 0) (hb : D b = 0)
    (heq : ∀ x ∈ Set.uIcc a b, -deriv (deriv D) x / 2 + V x * D x = ε * D x) :
    ∫ x in a..b, (deriv (slaterJastrow J D) x ^ 2 / 2 + V x * slaterJastrow J D x ^ 2)
      = ∫ x in a..b, (ε + deriv J x ^ 2 / 2) * slaterJastrow J D x ^ 2 := by
  obtain ⟨cg, cj⟩ := continuous_forms hJ hD hD
  have cψ : Continuous (slaterJastrow J D) :=
    (Real.continuous_exp.comp hJ.continuous).mul hD.continuous
  have cJ' := (contDiff_one_iff_deriv.mp hJ).2
  have cR : Continuous fun x => (ε + deriv J x ^ 2 / 2) * slaterJastrow J D x ^ 2 :=
    (continuous_const.add ((cJ'.pow 2).div_const 2)).mul (cψ.pow 2)
  have ig := cg.intervalIntegrable (μ := volume) a b
  have ij := cj.intervalIntegrable (μ := volume) a b
  have iR := cR.intervalIntegrable (μ := volume) a b
  -- the boundary term vanishes at the nodes
  have h := interval_identity hJ hD hD a b
  have fa : flux J D D a = 0 := by simp [flux, ha]
  have fb : flux J D D b = 0 := by simp [flux, hb]
  have e : ∫ x in a..b,
      (deriv (slaterJastrow J D) x ^ 2 / 2 + V x * slaterJastrow J D x ^ 2)
      = ∫ x in a..b, ((gradientForm J D D x - jastrowForm J D D x) / 2
        + (ε + deriv J x ^ 2 / 2) * slaterJastrow J D x ^ 2) := by
    refine intervalIntegral.integral_congr fun x hx => ?_
    have he : Real.exp (2 * J x) = Real.exp (J x) * Real.exp (J x) := by
      rw [two_mul, Real.exp_add]
    have hψ : slaterJastrow J D x = Real.exp (J x) * D x := rfl
    simp only [gradientForm, jastrowForm, he, hψ]
    linear_combination (Real.exp (J x) ^ 2 * D x) * heq x hx
  rw [e, intervalIntegral.integral_add ((ig.sub ij).div_const 2) iR,
    intervalIntegral.integral_div, intervalIntegral.integral_sub ig ij]
  linarith
```

**Q.** There is no condition on $V$ at all. Is that not too generous?

**A.** The equation restricts it: $V\psi^2$ equals the continuous function $\varepsilon\psi^2 + \tfrac12e^{2J}DD''$ on the interval. Since the equation is also required at the end points, where $D = 0$, it forces $D''(a) = D''(b) = 0$. The nodes need not be neighbouring ones. A concrete case is the particle in a box of width $\pi$, with $D = \sin x$, $V = 0$ and $\varepsilon = \tfrac12$, where the proof computes $D'' = -\sin x$. The sine is continued past the walls because the theorem asks for a $C^2$ function on the whole line; the box eigenfunction set to zero outside has a kink at each wall. Only the part between the walls enters the integrals.

```lean
/-- The function `sin` is `C²`, vanishes at `0` and `π`, and solves `-D''/2 + V D = ε D`
between them with `V = 0` and `ε = 1/2`. -/
theorem energy_between_nodes_witness :
    ContDiff ℝ 2 Real.sin ∧ Real.sin 0 = 0 ∧ Real.sin Real.pi = 0 ∧
    ∀ x ∈ Set.uIcc 0 Real.pi,
      -deriv (deriv Real.sin) x / 2 + 0 * Real.sin x = 1 / 2 * Real.sin x := by
  refine ⟨Real.contDiff_sin, Real.sin_zero, Real.sin_pi, fun x _ => ?_⟩
  rw [Real.deriv_sin, (Real.hasDerivAt_cos x).deriv]
  ring

end

end SlaterJastrowKinetic
```

**Q.** Does this say that the local energy of $\psi$ equals $\varepsilon + \tfrac12J'^2$?

**A.** It does not. The equality is between integrals. Pointwise its two integrands differ by $\tfrac12F'$, and the left one is the gradient-form density, not $\psi^2$ times the local energy $-\psi''/(2\psi) + V$. Where $J''$ exists and $D \neq 0$, the local energy is $\varepsilon - \tfrac12(J'' + J'^2) - J'D'/D$, which in general differs from $\varepsilon + \tfrac12J'^2$; this formula is not among the theorems. For $a < b$ and $N = \int_a^b\psi^2\,dx > 0$, dividing by $N$ gives the normalised energy $\varepsilon + \tfrac12\langle J'^2\rangle$, the average taken with the weight $\psi^2/N$; for the box with $J = 0$ it is $(\pi/4)/(\pi/2) = \tfrac12$. That division and these numbers are my own arithmetic and form part of no theorem above. For variational energies of Slater-Jastrow trial functions, the one-particle, one-dimensional, real case thus has a kinetic integral, or a matrix element between two functions sharing $J$, that can be evaluated without $J''$ and without the product of $J'$ and $D'$, over the line when $D$ has compact support, and over a bounded interval once the boundary term $F(b) - F(a)$ is added.

```lean
#print axioms SlaterJastrowKinetic.kinetic_identity
#print axioms SlaterJastrowKinetic.energy_between_nodes
```

```
'SlaterJastrowKinetic.kinetic_identity' depends on axioms: [propext, Classical.choice, Quot.sound]
'SlaterJastrowKinetic.energy_between_nodes' depends on axioms: [propext, Classical.choice, Quot.sound]
```
